# The identity minimises the loading energy of a symmetric dead load over rotations exactly when every two eigenvalues have a nonnegative sum

A crystal carries a dead load: surface forces that keep their direction and size when the crystal turns. If the load is a symmetric real 3×3 matrix $S$, no rotation lowers its loading energy if and only if $\lambda_i+\lambda_j\ge 0$ for every two eigenvalues of $S$, counted with multiplicity. Positive eigenvalues are tensions and negative ones compressions, so one compressive eigenvalue is allowed, provided that neither of the other two is smaller than its magnitude.

Symmetry of $S$ means that the load exerts no net couple on the crystal in its original orientation. The comparison is between rigid rotations of the unstrained crystal, which all have the same stored elastic energy. Passing to a real crystal, which also strains under the load, is a further step that the hypotheses do not supply.

In a simulation that relaxes a cell under fixed dead forces, the criterion tells whether the unstrained cell can lower its loading energy by turning rigidly.

## Rotations, energy and axis weights

Matrices are real and 3×3, written `M3` in the code, and the axes are numbered 0, 1, 2.

```lean
import Mathlib

open Matrix

namespace DeadLoadStability

local notation "M3" => Matrix (Fin 3) (Fin 3) ℝ
```

A rotation satisfies $QQ^{T}=I$ and $\det Q=1$, so reflections are excluded.

```lean
/-- A rotation of space: an orthogonal real 3×3 matrix of determinant one. -/
def IsRotation (Q : M3) : Prop := Q * Qᵀ = 1 ∧ Q.det = 1
```

With $S$ measured as force per reference area, the energy of the load per reference volume is, up to a constant,
$$E(Q)=-\operatorname{tr}(SQ).$$

```lean
/-- The loading energy `-tr (S Q)` of the dead load `S` at the matrix `Q`. -/
def loadingEnergy (S Q : M3) : ℝ := -(S * Q).trace
```

For a matrix $R$, define
$$w_k(R)=1+2R_{kk}-\operatorname{tr}R .$$
The name "axis weight" is local to this text. For a rotation by angle $\theta$ about a unit vector $n$, it equals $2(1-\cos\theta)\,n_k^2$, a reading aid that the code neither states nor uses.

```lean
/-- The weight `1 + 2 R k k - tr R` of the matrix `R` along the coordinate axis `k`. -/
def axisWeight (R : M3) (k : Fin 3) : ℝ := 1 + 2 * R k k - R.trace
```

The half-turn about axis $k$ is diagonal, with entry $1$ at $k$ and $-1$ at the other two places.

```lean
/-- The half-turn about the coordinate axis `k`. -/
def halfTurn (k : Fin 3) : M3 := diagonal fun i => if i = k then 1 else -1
```

## Axis weights of a rotation are nonnegative

Let $R$ be a rotation. Its rows are unit vectors, so the squares of all its entries add up to 3. Multiplying $RR^T=I$ by the adjugate of $R$ gives $\operatorname{adj}R=R^T$, because $\det R=1$. The diagonal entries of this equation are
$$R_{00}=R_{11}R_{22}-R_{12}R_{21}$$
and its two analogues. Expanding the squares and substituting these relations gives
$$4w_0=(1+R_{00}-R_{11}-R_{22})^2+(R_{21}-R_{12})^2+(R_{01}+R_{10})^2+(R_{02}+R_{20})^2 .$$
The other two weights follow in the same way. In the code, `hrow` is the row condition and `hadj` the cofactor relation; `nlinarith` receives the four squares for each axis.

```lean
/-- The axis weights of a rotation are nonnegative. -/
theorem axisWeight_nonneg {R : M3} (hR : IsRotation R) (k : Fin 3) :
    0 ≤ axisWeight R k := by
  have hrow : ∀ i, R i 0 ^ 2 + R i 1 ^ 2 + R i 2 ^ 2 = 1 := by
    intro i
    have h := congrFun (congrFun hR.1 i) i
    simp only [Matrix.mul_apply, Fin.sum_univ_three, transpose_apply, one_apply_eq] at h
    linear_combination h
  -- a rotation is its own cofactor matrix
  have hadj : R.adjugate = Rᵀ := by
    calc R.adjugate = R.adjugate * (R * Rᵀ) := by rw [hR.1, mul_one]
      _ = Rᵀ := by rw [← mul_assoc, adjugate_mul, hR.2, one_smul, one_mul]
  have c0 := congrFun (congrFun hadj 0) 0
  have c1 := congrFun (congrFun hadj 1) 1
  have c2 := congrFun (congrFun hadj 2) 2
  simp [adjugate_fin_three] at c0 c1 c2
  have r0 := hrow 0
  have r1 := hrow 1
  have r2 := hrow 2
  -- four times each weight is a sum of four squares
  fin_cases k
  · show 0 ≤ 1 + 2 * R 0 0 - R.trace
    rw [trace_fin_three]
    nlinarith [sq_nonneg (1 + R 0 0 - R 1 1 - R 2 2), sq_nonneg (R 2 1 - R 1 2),
      sq_nonneg (R 0 1 + R 1 0), sq_nonneg (R 0 2 + R 2 0)]
  · show 0 ≤ 1 + 2 * R 1 1 - R.trace
    rw [trace_fin_three]
    nlinarith [sq_nonneg (1 + R 1 1 - R 0 0 - R 2 2), sq_nonneg (R 0 2 - R 2 0),
      sq_nonneg (R 0 1 + R 1 0), sq_nonneg (R 1 2 + R 2 1)]
  · show 0 ≤ 1 + 2 * R 2 2 - R.trace
    rw [trace_fin_three]
    nlinarith [sq_nonneg (1 + R 2 2 - R 0 0 - R 1 1), sq_nonneg (R 0 1 - R 1 0),
      sq_nonneg (R 0 2 + R 2 0), sq_nonneg (R 1 2 + R 2 1)]
```

## Only the identity has three vanishing weights

The weights add up to $3-\operatorname{tr}R$. If all vanish, then $\operatorname{tr}R=3$, and $w_k=0$ gives $R_{kk}=1$. Each row is a unit vector that already has an entry 1, so its other entries are zero and $R=I$. The step `d` finds the diagonal, and the closing `nlinarith` removes the off-diagonal entries.

```lean
/-- A rotation whose three axis weights all vanish is the identity. -/
theorem eq_one_of_axisWeight_eq_zero {R : M3} (hR : IsRotation R)
    (h : ∀ k, axisWeight R k = 0) : R = 1 := by
  have d : ∀ k, R k k = 1 := by
    intro k
    have h0 := h 0
    have h1 := h 1
    have h2 := h 2
    have hk := h k
    simp only [axisWeight, trace_fin_three] at h0 h1 h2 hk
    linarith
  have hrow : ∀ i, R i 0 ^ 2 + R i 1 ^ 2 + R i 2 ^ 2 = 1 := by
    intro i
    have h := congrFun (congrFun hR.1 i) i
    simp only [Matrix.mul_apply, Fin.sum_univ_three, transpose_apply, one_apply_eq] at h
    linear_combination h
  -- unit rows with unit diagonal entries have no room for anything else
  have r0 := hrow 0
  have r1 := hrow 1
  have r2 := hrow 2
  rw [d 0] at r0
  rw [d 1] at r1
  rw [d 2] at r2
  ext i j
  fin_cases i <;> fin_cases j <;> simp [d] <;>
    nlinarith [sq_nonneg (R 0 1), sq_nonneg (R 0 2), sq_nonneg (R 1 0),
      sq_nonneg (R 1 2), sq_nonneg (R 2 0), sq_nonneg (R 2 1)]
```

## The energy gap in principal axes

Let $U$ be orthogonal and put $R=U^TQU$. If $Q$ is a rotation, so is $R$:
$$RR^T=U^TQ(UU^T)Q^TU=I,\qquad \det R=\det(U^TU)\det Q=1 .$$
The frame $U$ may be left-handed, since its determinant enters twice.

```lean
/-- A rotation seen from another orthonormal frame `U` is again a rotation. -/
theorem IsRotation.conj {U Q : M3} (hQ : IsRotation Q) (hU : U * Uᵀ = 1) :
    IsRotation (Uᵀ * Q * U) := by
  have hU' : Uᵀ * U = 1 := mul_eq_one_comm.mp hU
  constructor
  · calc Uᵀ * Q * U * (Uᵀ * Q * U)ᵀ = Uᵀ * (Q * ((U * Uᵀ) * Qᵀ)) * U := by
          simp only [transpose_mul, transpose_transpose, Matrix.mul_assoc]
      _ = 1 := by rw [hU, one_mul, hQ.1, mul_one, hU']
  · rw [det_mul, det_mul, hQ.2, mul_one, ← det_mul, hU', det_one]
```

Now let $S=U\operatorname{diag}(d)U^T$, with principal values $d_i$. Cyclicity of the trace gives $\operatorname{tr}(SQ)=\sum_i d_iR_{ii}$, hence
$$E(Q)-E(I)=\sum_i d_i(1-R_{ii}).$$
Adding the two weights other than $w_i$ gives
$$\sum_{k\ne i}w_k=2+2(\operatorname{tr}R-R_{ii})-2\operatorname{tr}R=2(1-R_{ii}).$$
Inserting this and exchanging the sums yields
$$E(Q)-E(I)=\tfrac12\sum_k\Big(\sum_i d_i-d_k\Big)w_k(R).$$
Each bracket is the sum of the two principal values other than $d_k$. The identity holds for every matrix $Q$. In the code, `key` is the trace calculation and `ring` does the rearrangement.

```lean
/-- For a load with principal values `d` along the orthonormal frame `U`, the energy of `Q`
above the identity is half the sum of the axis weights of `Q` in that frame, each multiplied
by the sum of the two other principal values. -/
theorem energy_gap {S U : M3} {d : Fin 3 → ℝ} (Q : M3) (hU : U * Uᵀ = 1)
    (hS : S = U * diagonal d * Uᵀ) :
    loadingEnergy S Q - loadingEnergy S 1 =
      (1 / 2) * ∑ k, ((∑ i, d i) - d k) * axisWeight (Uᵀ * Q * U) k := by
  have key : ∀ P : M3, (S * P).trace = ∑ i, d i * (Uᵀ * P * U) i i := by
    intro P
    calc (S * P).trace = (U * (diagonal d * Uᵀ * P)).trace := by
          rw [hS]; simp only [Matrix.mul_assoc]
      _ = (diagonal d * Uᵀ * P * U).trace := trace_mul_comm _ _
      _ = (diagonal d * (Uᵀ * P * U)).trace := by simp only [Matrix.mul_assoc]
      _ = _ := by simp only [Matrix.trace, diag_apply, diagonal_mul]
  have h1 : Uᵀ * 1 * U = 1 := by rw [mul_one]; exact mul_eq_one_comm.mp hU
  unfold loadingEnergy
  rw [key Q, key 1, h1]
  generalize Uᵀ * Q * U = R
  simp only [Fin.sum_univ_three, axisWeight, trace_fin_three, one_apply_eq]
  ring
```

## What a half-turn costs

Let $H_k$ be the half-turn about coordinate axis $k$. Its trace is $-1$, so $w_k(H_k)=1+2+1=4$, while the other two weights are $1-2+1=0$. For $Q=UH_kU^T$, the half-turn about principal axis $k$, we have $R=H_k$, and therefore
$$E(Q)-E(I)=2\Big(\sum_i d_i-d_k\Big).$$
This $Q$ is a rotation, and it is not the identity, whose weights are all zero. In the code, `hw` computes the weights and `hback` returns $Q$ to the principal frame.

```lean
/-- A half-turn about the principal axis `k` of the load is a rotation other than the identity,
and it costs twice the sum of the two other principal values. -/
theorem half_turn_gap {S U : M3} {d : Fin 3 → ℝ} (hU : U * Uᵀ = 1)
    (hS : S = U * diagonal d * Uᵀ) (k : Fin 3) :
    IsRotation (U * halfTurn k * Uᵀ) ∧ U * halfTurn k * Uᵀ ≠ 1 ∧
      loadingEnergy S (U * halfTurn k * Uᵀ) - loadingEnergy S 1 =
        2 * ((∑ i, d i) - d k) := by
  have hU' : Uᵀ * U = 1 := mul_eq_one_comm.mp hU
  have hrot : IsRotation (halfTurn k) := by
    constructor
    · rw [halfTurn, diagonal_transpose, diagonal_mul_diagonal, ← diagonal_one]
      congr 1
      funext i
      by_cases h : i = k <;> simp [h]
    · rw [halfTurn, det_diagonal, Fin.prod_univ_three]
      fin_cases k <;> simp
  have hw : ∀ l, axisWeight (halfTurn k) l = if l = k then 4 else 0 := by
    intro l
    fin_cases k <;> fin_cases l <;>
      simp [axisWeight, halfTurn, Fin.sum_univ_three] <;> norm_num
  have hback : Uᵀ * (U * halfTurn k * Uᵀ) * U = halfTurn k := by
    calc _ = (Uᵀ * U) * halfTurn k * (Uᵀ * U) := by simp only [Matrix.mul_assoc]
      _ = _ := by rw [hU', one_mul, mul_one]
  refine ⟨?_, ?_, ?_⟩
  · have h := hrot.conj (U := Uᵀ) (by rw [transpose_transpose]; exact hU')
    rwa [transpose_transpose] at h
  · intro h
    rw [h, mul_one, hU'] at hback
    have h4 := hw k
    rw [← hback, if_pos rfl] at h4
    simp only [axisWeight, trace_fin_three, one_apply_eq] at h4
    norm_num at h4
  · rw [energy_gap _ hU hS, hback]
    simp only [hw, mul_ite, mul_zero, Finset.sum_ite_eq', Finset.mem_univ, if_true]
    ring
```

## Eigenvalues and their pair sums

A symmetric real matrix has an orthonormal eigenbasis. In Lean, symmetry is `S.IsHermitian`, which for real entries means $S^T=S$. The family `hS.eigenvalues`, indexed by 0, 1, 2, repeats an eigenvalue according to its multiplicity. The spectral theorem supplies $U$.

```lean
/-- A symmetric load is diagonal in an orthonormal frame, with its eigenvalues as entries. -/
theorem principal_axes {S : M3} (hS : S.IsHermitian) :
    ∃ U : M3, U * Uᵀ = 1 ∧ S = U * diagonal hS.eigenvalues * Uᵀ := by
  have ht : star (hS.eigenvectorUnitary : M3) = (hS.eigenvectorUnitary : M3)ᵀ := by
    rw [star_eq_conjTranspose, conjTranspose_eq_transpose_of_trivial]
  refine ⟨hS.eigenvectorUnitary, ?_, ?_⟩
  · rw [← ht]
    exact mem_unitaryGroup_iff.mp hS.eigenvectorUnitary.2
  · have h := hS.spectral_theorem
    rw [Unitary.conjStarAlgAut_apply] at h
    rw [← ht]
    exact h
```

For three numbers, leaving out one is the same as choosing the other two. The next lemma states this for any property `P` of the sum; it is used with "nonnegative" and with "positive".

```lean
/-- A property holds for the sum of every two of three numbers exactly when it holds for
the total less any one of them. -/
theorem forall_pair_iff (P : ℝ → Prop) (d : Fin 3 → ℝ) :
    (∀ i j, i ≠ j → P (d i + d j)) ↔ ∀ k, P ((∑ i, d i) - d k) := by
  have e0 : (∑ i, d i) - d 0 = d 1 + d 2 := by rw [Fin.sum_univ_three]; ring
  have e1 : (∑ i, d i) - d 1 = d 0 + d 2 := by rw [Fin.sum_univ_three]; ring
  have e2 : (∑ i, d i) - d 2 = d 0 + d 1 := by rw [Fin.sum_univ_three]; ring
  constructor
  · intro h k
    fin_cases k
    · exact e0.symm ▸ h 1 2 (by decide)
    · exact e1.symm ▸ h 0 2 (by decide)
    · exact e2.symm ▸ h 0 1 (by decide)
  · intro h i j hij
    have h0 := h 0
    have h1 := h 1
    have h2 := h 2
    rw [e0] at h0
    rw [e1] at h1
    rw [e2] at h2
    have h0' := h0
    have h1' := h1
    have h2' := h2
    rw [add_comm] at h0' h1' h2'
    fin_cases i <;> fin_cases j
    · exact absurd rfl hij
    · exact h2
    · exact h1
    · exact h2'
    · exact absurd rfl hij
    · exact h0
    · exact h1'
    · exact h0'
    · exact absurd rfl hij
```

## The criterion for a minimum

If all pair sums are nonnegative, every term of the energy gap is nonnegative, so $E(I)\le E(Q)$. Conversely, if the identity is a minimiser, the three half-turns cost nothing negative, which makes each pair sum nonnegative.

The theorem says exactly this: `loadingEnergy S 1 ≤ loadingEnergy S Q` for all rotations `Q`, if and only if the eigenvalues at any two distinct indices have a nonnegative sum. The first bullet of the proof uses the half-turns, the second the gap formula.

```lean
/-- The identity minimises the loading energy of a symmetric dead load over all rotations
if and only if the sum of every two eigenvalues, counted with multiplicity, is nonnegative. -/
theorem identity_minimizes_iff {S : M3} (hS : S.IsHermitian) :
    (∀ Q, IsRotation Q → loadingEnergy S 1 ≤ loadingEnergy S Q) ↔
      ∀ i j, i ≠ j → 0 ≤ hS.eigenvalues i + hS.eigenvalues j := by
  obtain ⟨U, hU, hd⟩ := principal_axes hS
  refine Iff.trans ?_ (forall_pair_iff (fun x => 0 ≤ x) hS.eigenvalues).symm
  constructor
  · intro h k
    obtain ⟨hQ, -, hg⟩ := half_turn_gap hU hd k
    have hle := h _ hQ
    show 0 ≤ (∑ i, hS.eigenvalues i) - hS.eigenvalues k
    linarith
  · intro hk Q hQ
    rw [← sub_nonneg, energy_gap Q hU hd]
    exact mul_nonneg (by norm_num) (Finset.sum_nonneg fun k _ =>
      mul_nonneg (hk k) (axisWeight_nonneg (hQ.conj hU) k))
```

For a strict minimum, let all pair sums be positive and $Q\ne I$. Then $R\ne I$, so some weight is nonzero, hence positive, and the gap is positive. Conversely, the half-turns differ from the identity, so their strictly positive cost makes each pair sum positive. In the code, `hex` finds the nonzero weight, and `Finset.sum_pos'` turns one positive term among nonnegative ones into a positive sum.

```lean
/-- The identity is the only minimiser among rotations if and only if the sum of every two
eigenvalues of the symmetric load, counted with multiplicity, is positive. -/
theorem identity_unique_minimizer_iff {S : M3} (hS : S.IsHermitian) :
    (∀ Q, IsRotation Q → Q ≠ 1 → loadingEnergy S 1 < loadingEnergy S Q) ↔
      ∀ i j, i ≠ j → 0 < hS.eigenvalues i + hS.eigenvalues j := by
  obtain ⟨U, hU, hd⟩ := principal_axes hS
  refine Iff.trans ?_ (forall_pair_iff (fun x => 0 < x) hS.eigenvalues).symm
  constructor
  · intro h k
    obtain ⟨hQ, hne, hg⟩ := half_turn_gap hU hd k
    have hlt := h _ hQ hne
    show 0 < (∑ i, hS.eigenvalues i) - hS.eigenvalues k
    linarith
  · intro hk Q hQ hne
    have hR := hQ.conj hU
    -- a rotation other than the identity has some nonzero weight
    have hex : ∃ k, axisWeight (Uᵀ * Q * U) k ≠ 0 := by
      by_contra hcon
      have h1 := eq_one_of_axisWeight_eq_zero hR fun k =>
        by_contra fun hk0 => hcon ⟨k, hk0⟩
      apply hne
      calc Q = (U * Uᵀ) * Q * (U * Uᵀ) := by rw [hU, one_mul, mul_one]
        _ = U * (Uᵀ * Q * U) * Uᵀ := by simp only [Matrix.mul_assoc]
        _ = 1 := by rw [h1, mul_one, hU]
    obtain ⟨k, hk0⟩ := hex
    rw [← sub_pos, energy_gap Q hU hd]
    exact mul_pos (by norm_num) (Finset.sum_pos'
      (fun l _ => mul_nonneg (le_of_lt (hk l)) (axisWeight_nonneg hR l))
      ⟨k, Finset.mem_univ k,
        mul_pos (hk k) (lt_of_le_of_ne (axisWeight_nonneg hR k) hk0.symm)⟩)
```

## Compression along one axis

Take $S=\operatorname{diag}(-p,t,t)$ with $p>0$. The pair sums are $2t$, $t-p$ and $t-p$. If $p\le t$, all are nonnegative and the identity is a minimiser. If it is a minimiser, the half-turn about axis 1, with cost $2(t-p)$, forces $p\le t$.

For $p=1$ and $t=2$, the identity has $E(I)=-(-1+2+2)=-3$. The half-turn $\operatorname{diag}(-1,1,-1)$ about axis 1 has $E=-(1+2-2)=-1$, which is higher by $2=2(t-p)$. Raising the compression to $p=3$ gives $E(I)=-1$, whereas the same half-turn has $E=-(3+2-2)=-3$: turning the crystal over lowers the loading energy.

The load is already diagonal, so the proof applies the gap formulas with $U=I$ and needs no computation of eigenvalues.

```lean
/-- Under a compression `p > 0` along one axis and equal loads `t` along the two others,
the identity minimises the loading energy over rotations exactly when `p ≤ t`. -/
theorem compressive_load_iff {p t : ℝ} (hp : 0 < p) :
    (∀ Q, IsRotation Q → loadingEnergy (diagonal ![-p, t, t]) 1 ≤
      loadingEnergy (diagonal ![-p, t, t]) Q) ↔ p ≤ t := by
  have hU : (1 : M3) * 1ᵀ = 1 := by simp
  have hd : (diagonal ![-p, t, t] : M3) = 1 * diagonal ![-p, t, t] * 1ᵀ := by simp
  constructor
  · intro h
    obtain ⟨hQ, -, hg⟩ := half_turn_gap hU hd 1
    have hle := h _ hQ
    have e : (∑ i, (![-p, t, t] : Fin 3 → ℝ) i) - (![-p, t, t] : Fin 3 → ℝ) 1 = t - p := by
      rw [Fin.sum_univ_three]
      show -p + t + t - t = t - p
      ring
    rw [e] at hg
    linarith
  · intro hpt Q hQ
    have hk : ∀ k, 0 ≤ (∑ i, (![-p, t, t] : Fin 3 → ℝ) i) - (![-p, t, t] : Fin 3 → ℝ) k := by
      intro k
      rw [Fin.sum_univ_three]
      fin_cases k
      · show 0 ≤ -p + t + t - -p
        linarith
      · show 0 ≤ -p + t + t - t
        linarith
      · show 0 ≤ -p + t + t - t
        linarith
    rw [← sub_nonneg, energy_gap Q hU hd]
    exact mul_nonneg (by norm_num) (Finset.sum_nonneg fun k _ =>
      mul_nonneg (hk k) (axisWeight_nonneg (hQ.conj hU) k))

end DeadLoadStability
```

```lean
#print axioms DeadLoadStability.identity_minimizes_iff
#print axioms DeadLoadStability.identity_unique_minimizer_iff
#print axioms DeadLoadStability.compressive_load_iff
```

```
'DeadLoadStability.identity_minimizes_iff' depends on axioms: [propext, Classical.choice, Quot.sound]
'DeadLoadStability.identity_unique_minimizer_iff' depends on axioms: [propext, Classical.choice, Quot.sound]
'DeadLoadStability.compressive_load_iff' depends on axioms: [propext, Classical.choice, Quot.sound]
```
